# The Hartree–Fock energy in density-matrix form equals its sum over orbital integrals

## Basis, orbitals and integrals

Take a finite set of basis functions, labelled $\mu,\nu,\kappa,\sigma$, and a finite set of occupied orbitals, labelled $i,j,k,l$. Column $i$ of the matrix $C$ holds the coefficients of orbital $i$. All numbers are real or complex. The density matrix is

$$D = CC^\dagger,\qquad D_{\sigma\kappa}=\sum_j C_{\sigma j}\overline{C_{\kappa j}} .$$

For real coefficients, $C^\dagger$ is the transpose $C^T$.

The matrix $h$ holds the one-electron integrals, and $(\mu\nu|\kappa\sigma)$ are the two-electron integrals in charge-density order: $\mu$ and $\nu$ belong to the first electron, $\kappa$ and $\sigma$ to the second. The Coulomb and exchange matrices are

$$J(D)_{\mu\nu}=\sum_{\kappa\sigma}(\mu\nu|\kappa\sigma)D_{\sigma\kappa},\qquad
K(D)_{\mu\nu}=\sum_{\kappa\sigma}(\mu\sigma|\kappa\nu)D_{\sigma\kappa}.$$

For a matrix $A$ in the basis, the diagonal integral in orbital $i$ is

$$A_{ii}=\sum_{\mu\nu}\overline{C_{\mu i}}\,A_{\mu\nu}\,C_{\nu i},$$

and the two-electron integrals over orbitals are

$$(ij|kl)=\sum_{\mu\nu\kappa\sigma}\overline{C_{\mu i}}\,C_{\nu j}\,(\mu\nu|\kappa\sigma)\,\overline{C_{\kappa k}}\,C_{\sigma l}.$$

Write $J_{ij}=(ii|jj)$ and $K_{ij}=(ij|ji)$. Below, $h_{ii}$, $J_{ij}$ and $K_{ij}$ with Latin indices always mean these transformed integrals.

The orbitals are spin orbitals, each holding one electron, so exchange enters with the same weight as Coulomb repulsion. In a basis of spin functions, the integrals contain the spin factors.

## Two expressions for one energy

The energy functional is

$$E(D)=\mathrm{tr}(hD)+\tfrac12\,\mathrm{tr}\big(D\,(J(D)-K(D))\big),$$

and the result is that, for $D=CC^\dagger$,

$$E(D)=\sum_i h_{ii}+\tfrac12\sum_{ij}(J_{ij}-K_{ij}).$$

The right-hand side is the familiar electronic energy of a Slater determinant when the orbitals are orthonormal. For a molecule with fixed nuclei, the total energy also contains the repulsion between the nuclei, a constant that is left out here. The identity itself requires neither orthonormality nor any symmetry of $h$ or of the two-electron integrals. In a finite basis, it connects the orbital formula of electronic structure theory with the matrix formula that a self-consistent-field program can evaluate.

## Derivation

For any matrix $A$, insert the definition of $D$ into the trace:

$$\mathrm{tr}(AD)=\sum_{\mu\nu}A_{\mu\nu}D_{\nu\mu}
=\sum_{\mu\nu}A_{\mu\nu}\sum_i C_{\nu i}\overline{C_{\mu i}}
=\sum_i A_{ii}.$$

With $A=h$ this is the one-electron energy. For the Coulomb matrix in orbital $i$,

$$\sum_{\mu\nu}\overline{C_{\mu i}}\,J(D)_{\mu\nu}\,C_{\nu i}
=\sum_j\sum_{\mu\nu\kappa\sigma}\overline{C_{\mu i}}C_{\nu i}(\mu\nu|\kappa\sigma)\overline{C_{\kappa j}}C_{\sigma j}
=\sum_j J_{ij}.$$

For the exchange matrix,

$$\sum_{\mu\nu}\overline{C_{\mu i}}\,K(D)_{\mu\nu}\,C_{\nu i}
=\sum_j\sum_{\mu\nu\kappa\sigma}\overline{C_{\mu i}}C_{\sigma j}(\mu\sigma|\kappa\nu)\overline{C_{\kappa j}}C_{\nu i}
=\sum_j K_{ij}.$$

The trace is cyclic, so $\mathrm{tr}(D(J-K))=\mathrm{tr}(JD)-\mathrm{tr}(KD)$. The trace formula with $A=J(D)$ and $A=K(D)$ turns this into $\sum_{ij}(J_{ij}-K_{ij})$. Half of it, added to $\sum_i h_{ii}$, is the stated energy.

## Fock matrix and pairs of electrons

Let $F=h+J(D)-K(D)$. Its diagonal integrals follow from the last two formulas by linearity:

$$F_{ii}=h_{ii}+\sum_j(J_{ij}-K_{ij}).$$

Summing $h_{ii}+F_{ii}$ over $i$ gives $2\sum_i h_{ii}+\sum_{ij}(J_{ij}-K_{ij})$, hence

$$E(D)=\tfrac12\sum_i(h_{ii}+F_{ii}).$$

Now suppose that $(\mu\nu|\kappa\sigma)=(\kappa\sigma|\mu\nu)$. Physically, the repulsion is unchanged when the two electrons exchange labels. Renaming the summation indices carries this over to the orbitals, $(ij|kl)=(kl|ij)$, so that $J_{ij}=J_{ji}$ and $K_{ij}=K_{ji}$. Moreover $J_{ii}=K_{ii}=(ii|ii)$, so no orbital interacts with itself. The double sum therefore counts each distinct pair twice:

$$E(D)=\sum_i h_{ii}+\sum_{j<i}(J_{ij}-K_{ij}).$$

A two-site model shows the cancellation. Two electrons of the same spin occupy one site each, with $h=0$, repulsion $U$ for the same site and $V$ between sites. Then $C=1$ and $D=1$, both diagonal elements of $J(D)$ are $U+V$, both diagonal elements of $K(D)$ are $U$, and the off-diagonal elements vanish. The energy is $\tfrac12(V+V)=V$.

## In a self-consistent-field cycle

An iteration starts from the coefficients $C$ of the occupied orbitals, forms $D$, contracts the basis integrals with $D$ to obtain $J(D)$ and $K(D)$, and adds $h$ to obtain $F$. The energy is then $\tfrac12\mathrm{tr}(D(h+F))$, a sum over matrix elements already in memory. No orbital integrals $J_{ij}$ or $K_{ij}$ have to be computed for it.

For a closed shell, let $P=BB^\dagger$, where the columns of $B$ hold the coefficients of the doubly occupied spatial orbitals, each taken once. The total density, summed over spin, is then $2P$. In terms of $P$ the energy is $2\,\mathrm{tr}(hP)+\mathrm{tr}(P(2J(P)-K(P)))$, with spatial integrals in $J$ and $K$.

The formula with $F_{ii}$ uses the Fock matrix built from the same orbitals. Diagonalising $F$, together with the overlap matrix if the basis is not orthonormal, produces new orbitals. Their orbital energies are the diagonal integrals of the old $F$ in the new, normalised orbitals. Putting those orbital energies in place of $F_{ii}$ is justified at self-consistency, but in general not before it.

## The Lean file

```lean
import Mathlib

open Matrix

namespace HartreeFockEnergyExpression

noncomputable section

variable {𝕜 n o : Type*} [RCLike 𝕜] [Fintype n] [Fintype o]

/-- The density matrix `D = C C†` of the orbitals whose coefficients are the columns of `C`. -/
def density (C : Matrix n o 𝕜) : Matrix n n 𝕜 := C * Cᴴ

/-- The Coulomb matrix `J(D)`, with elements `∑ (μν|κσ) D_σκ`. -/
def coulomb (g : n → n → n → n → 𝕜) (D : Matrix n n 𝕜) : Matrix n n 𝕜 :=
  Matrix.of fun μ ν => ∑ κ, ∑ σ, g μ ν κ σ * D σ κ

/-- The exchange matrix `K(D)`, with elements `∑ (μσ|κν) D_σκ`. -/
def exchange (g : n → n → n → n → 𝕜) (D : Matrix n n 𝕜) : Matrix n n 𝕜 :=
  Matrix.of fun μ ν => ∑ κ, ∑ σ, g μ σ κ ν * D σ κ

/-- The Hartree-Fock energy functional `tr(hD) + tr(D (J(D) - K(D))) / 2`. -/
def energy (h : Matrix n n 𝕜) (g : n → n → n → n → 𝕜) (D : Matrix n n 𝕜) : 𝕜 :=
  trace (h * D) + trace (D * (coulomb g D - exchange g D)) / 2

/-- The Fock matrix `F(D) = h + J(D) - K(D)`. -/
def fock (h : Matrix n n 𝕜) (g : n → n → n → n → 𝕜) (D : Matrix n n 𝕜) : Matrix n n 𝕜 :=
  h + (coulomb g D - exchange g D)

/-- The diagonal one-electron integral `A_ii` in orbital `i`, transformed with column `i`
of `C`. -/
def oneInt (A : Matrix n n 𝕜) (C : Matrix n o 𝕜) (i : o) : 𝕜 :=
  ∑ μ, ∑ ν, star (C μ i) * A μ ν * C ν i

/-- The two-electron integral `(ij|kl)` over orbitals, transformed with the columns of `C`. -/
def orbInt (g : n → n → n → n → 𝕜) (C : Matrix n o 𝕜) (i j k l : o) : 𝕜 :=
  ∑ μ, ∑ ν, ∑ κ, ∑ σ, star (C μ i) * C ν j * g μ ν κ σ * star (C κ k) * C σ l

/-- The trace of a one-electron matrix with the density matrix is the sum of its diagonal
integrals over the orbitals. -/
theorem trace_mul_density (A : Matrix n n 𝕜) (C : Matrix n o 𝕜) :
    trace (A * density C) = ∑ i, oneInt A C i := by
  simp only [trace, diag_apply, density, oneInt, Matrix.mul_apply, conjTranspose_apply,
    Finset.mul_sum]
  -- move the orbital sum inside the two basis sums
  refine Eq.trans ?_ Finset.sum_comm
  refine Finset.sum_congr rfl fun μ _ => ?_
  refine Eq.trans ?_ Finset.sum_comm
  refine Finset.sum_congr rfl fun ν _ => Finset.sum_congr rfl fun i _ => ?_
  ring

/-- The Coulomb matrix, taken in orbital `i`, gives the sum of the integrals
`J_ij = (ii|jj)` over all orbitals `j`. -/
theorem oneInt_coulomb (g : n → n → n → n → 𝕜) (C : Matrix n o 𝕜) (i : o) :
    oneInt (coulomb g (density C)) C i = ∑ j, orbInt g C i i j j := by
  simp only [oneInt, coulomb, density, orbInt, Matrix.of_apply, Matrix.mul_apply,
    conjTranspose_apply, Finset.mul_sum, Finset.sum_mul]
  -- move the sum over `j` inside the four basis sums
  refine Eq.trans ?_ Finset.sum_comm
  refine Finset.sum_congr rfl fun μ _ => ?_
  refine Eq.trans ?_ Finset.sum_comm
  refine Finset.sum_congr rfl fun ν _ => ?_
  refine Eq.trans ?_ Finset.sum_comm
  refine Finset.sum_congr rfl fun κ _ => ?_
  refine Eq.trans ?_ Finset.sum_comm
  refine Finset.sum_congr rfl fun σ _ => Finset.sum_congr rfl fun j _ => ?_
  ring

/-- The exchange matrix, taken in orbital `i`, gives the sum of the integrals
`K_ij = (ij|ji)` over all orbitals `j`. -/
theorem oneInt_exchange (g : n → n → n → n → 𝕜) (C : Matrix n o 𝕜) (i : o) :
    oneInt (exchange g (density C)) C i = ∑ j, orbInt g C i j j i := by
  have rev : ∀ f : n → n → n → 𝕜,
      ∑ a, ∑ b, ∑ c, f a b c = ∑ c, ∑ b, ∑ a, f a b c := by
    intro f
    calc ∑ a, ∑ b, ∑ c, f a b c = ∑ b, ∑ a, ∑ c, f a b c := Finset.sum_comm
      _ = ∑ b, ∑ c, ∑ a, f a b c := Finset.sum_congr rfl fun b _ => Finset.sum_comm
      _ = ∑ c, ∑ b, ∑ a, f a b c := Finset.sum_comm
  -- exchanging two basis labels turns `K_ij` into a Coulomb integral of permuted `g`
  have hK : ∀ j, orbInt g C i j j i =
      orbInt (fun μ ν κ σ => g μ σ κ ν) C i i j j := by
    intro j
    unfold orbInt
    refine Finset.sum_congr rfl fun μ _ => (rev _).trans ?_
    refine Finset.sum_congr rfl fun ν _ => Finset.sum_congr rfl fun κ _ =>
      Finset.sum_congr rfl fun σ _ => ?_
    ring
  simp only [hK]
  exact oneInt_coulomb (fun μ ν κ σ => g μ σ κ ν) C i

/-- The Hartree-Fock energy of the density matrix `C C†` equals
`∑ h_ii + (1/2) ∑ (J_ij - K_ij)`, with integrals transformed by the columns of `C`. -/
theorem energy_density (h : Matrix n n 𝕜) (g : n → n → n → n → 𝕜) (C : Matrix n o 𝕜) :
    energy h g (density C) = ∑ i, oneInt h C i +
      1 / 2 * ∑ i, ∑ j, (orbInt g C i i j j - orbInt g C i j j i) := by
  unfold energy
  rw [Matrix.trace_mul_comm (density C), Matrix.sub_mul, Matrix.trace_sub]
  simp only [trace_mul_density, oneInt_coulomb, oneInt_exchange, Finset.sum_sub_distrib]
  ring

/-- The diagonal element of the Fock matrix in orbital `i` is `h_ii + ∑_j (J_ij - K_ij)`. -/
theorem oneInt_fock (h : Matrix n n 𝕜) (g : n → n → n → n → 𝕜) (C : Matrix n o 𝕜) (i : o) :
    oneInt (fock h g (density C)) C i =
      oneInt h C i + ∑ j, (orbInt g C i i j j - orbInt g C i j j i) := by
  have lin : ∀ A B : Matrix n n 𝕜,
      oneInt (h + (A - B)) C i = oneInt h C i + (oneInt A C i - oneInt B C i) := by
    intro A B
    simp only [oneInt, Matrix.add_apply, Matrix.sub_apply, mul_add, mul_sub, add_mul,
      sub_mul, Finset.sum_add_distrib, Finset.sum_sub_distrib]
  unfold fock
  rw [lin, oneInt_coulomb, oneInt_exchange, Finset.sum_sub_distrib]

/-- The Hartree-Fock energy is half the sum of `h_ii + F_ii` over the orbitals, where `F` is
the Fock matrix of their density matrix. -/
theorem energy_eq_half_sum_fock (h : Matrix n n 𝕜) (g : n → n → n → n → 𝕜)
    (C : Matrix n o 𝕜) :
    energy h g (density C) =
      1 / 2 * ∑ i, (oneInt h C i + oneInt (fock h g (density C)) C i) := by
  rw [energy_density]
  simp only [oneInt_fock, Finset.sum_add_distrib]
  ring

omit [Fintype o] in
/-- If `(μν|κσ) = (κσ|μν)` in the basis, then `(ij|kl) = (kl|ij)` for the orbitals. -/
theorem orbInt_swap (g : n → n → n → n → 𝕜) (hg : ∀ μ ν κ σ, g μ ν κ σ = g κ σ μ ν)
    (C : Matrix n o 𝕜) (i j k l : o) : orbInt g C i j k l = orbInt g C k l i j := by
  have swap : ∀ f : n → n → n → n → 𝕜,
      ∑ a, ∑ b, ∑ c, ∑ d, f a b c d = ∑ c, ∑ d, ∑ a, ∑ b, f a b c d := by
    intro f
    calc ∑ a, ∑ b, ∑ c, ∑ d, f a b c d
        = ∑ a, ∑ c, ∑ b, ∑ d, f a b c d := Finset.sum_congr rfl fun a _ => Finset.sum_comm
      _ = ∑ c, ∑ a, ∑ b, ∑ d, f a b c d := Finset.sum_comm
      _ = ∑ c, ∑ a, ∑ d, ∑ b, f a b c d := Finset.sum_congr rfl fun c _ =>
          Finset.sum_congr rfl fun a _ => Finset.sum_comm
      _ = ∑ c, ∑ d, ∑ a, ∑ b, f a b c d := Finset.sum_congr rfl fun c _ => Finset.sum_comm
  unfold orbInt
  refine (swap _).trans ?_
  refine Finset.sum_congr rfl fun c _ => Finset.sum_congr rfl fun d _ =>
    Finset.sum_congr rfl fun a _ => Finset.sum_congr rfl fun b _ => ?_
  rw [hg a b c d]
  ring

/-- If `(μν|κσ) = (κσ|μν)`, the Hartree-Fock energy is `∑ h_ii` plus the sum of
`J_ij - K_ij` over distinct pairs of orbitals, each pair counted once. -/
theorem energy_eq_sum_pairs [LinearOrder o] (h : Matrix n n 𝕜) (g : n → n → n → n → 𝕜)
    (hg : ∀ μ ν κ σ, g μ ν κ σ = g κ σ μ ν) (C : Matrix n o 𝕜) :
    energy h g (density C) = ∑ i, oneInt h C i +
      ∑ i, ∑ j with j < i, (orbInt g C i i j j - orbInt g C i j j i) := by
  have key : ∀ w : o → o → 𝕜, (∀ i j, w i j = w j i) → (∀ i, w i i = 0) →
      ∑ i, ∑ j, w i j = 2 * ∑ i, ∑ j with j < i, w i j := by
    intro w hs h0
    have split : ∀ i j, w i j =
        (if j < i then w i j else 0) + (if i < j then w j i else 0) := by
      intro i j
      rcases lt_trichotomy i j with hij | hij | hij
      · rw [if_neg (not_lt_of_ge hij.le), if_pos hij, zero_add, hs i j]
      · subst hij
        simp [h0]
      · rw [if_pos hij, if_neg (not_lt_of_ge hij.le), add_zero]
    have hc : ∑ i, ∑ j, (if i < j then w j i else 0) =
        ∑ j, ∑ i, (if i < j then w j i else 0) := Finset.sum_comm
    calc ∑ i, ∑ j, w i j = ∑ i, ∑ j, (if j < i then w i j else 0) +
          ∑ i, ∑ j, (if i < j then w j i else 0) := by
          simp only [← Finset.sum_add_distrib]
          exact Finset.sum_congr rfl fun i _ => Finset.sum_congr rfl fun j _ => split i j
      _ = 2 * ∑ i, ∑ j with j < i, w i j := by
          rw [hc]
          simp only [Finset.sum_filter]
          ring
  -- the self-interaction `J_ii - K_ii` vanishes
  rw [energy_density, key (fun i j => orbInt g C i i j j - orbInt g C i j j i)
    (fun i j => by rw [orbInt_swap g hg C i i j j, orbInt_swap g hg C i j j i])
    (fun i => sub_self _)]
  ring

/-- Two-electron integrals of a two-site model with repulsion `U` on a site and `V` between
the sites. -/
def siteRepulsion (U V : ℝ) (μ ν κ σ : Fin 2) : ℝ :=
  if μ = ν ∧ κ = σ then (if μ = κ then U else V) else 0

/-- The two-site integrals satisfy `(μν|κσ) = (κσ|μν)`, and with `h = 0` and one orbital on
each site the Hartree-Fock energy is `V`. -/
theorem energy_eq_sum_pairs_witness (U V : ℝ) :
    (∀ μ ν κ σ, siteRepulsion U V μ ν κ σ = siteRepulsion U V κ σ μ ν) ∧
      energy 0 (siteRepulsion U V) (density (1 : Matrix (Fin 2) (Fin 2) ℝ)) = V := by
  constructor
  · intro μ ν κ σ
    fin_cases μ <;> fin_cases ν <;> fin_cases κ <;> fin_cases σ <;> simp [siteRepulsion]
  · simp [energy, density, coulomb, exchange, Matrix.trace, Fin.sum_univ_two,
      siteRepulsion, Matrix.one_apply]
    ring

end

end HartreeFockEnergyExpression
```

```lean
#print axioms HartreeFockEnergyExpression.energy_eq_half_sum_fock
-- 'HartreeFockEnergyExpression.energy_eq_half_sum_fock' depends on axioms: [propext, Classical.choice, Quot.sound]
#print axioms HartreeFockEnergyExpression.energy_eq_sum_pairs
-- 'HartreeFockEnergyExpression.energy_eq_sum_pairs' depends on axioms: [propext, Classical.choice, Quot.sound]
```

## Reading the statements

The type `n` labels basis functions and `o` labels occupied orbitals; both are finite, and either may be empty. The scalar type `𝕜` with `RCLike 𝕜` stands for the real or complex numbers. The array element `g μ ν κ σ` is $(\mu\nu|\kappa\sigma)$, `Cᴴ` is $C^\dagger$, and `star` is complex conjugation, which does nothing to a real number. `oneInt A C i` is $A_{ii}$, and `orbInt g C i j k l` is $(ij|kl)$. Thus `orbInt g C i i j j` is $J_{ij}$ and `orbInt g C i j j i` is $K_{ij}$.

The main theorem, `energy_density`, holds for every `h`, `g` and `C` of matching dimensions. The real case with symmetric $h$ and eightfold symmetric integrals is a special case. Only `orbInt_swap` and `energy_eq_sum_pairs` carry a condition on the integrals, the hypothesis `hg` for the exchange of the two electrons. The order on `o` in the pair theorem serves to select each pair once, through `j < i`.

The file takes the energy functional as a definition. It does not derive it from a many-electron wavefunction, and it contains no overlap matrix. To read the value as the energy of a normalised determinant, one must add the condition $C^\dagger SC=1$, where $S$ is the overlap matrix of the basis. Nor do the theorems say that the orbitals minimise the energy or solve the Hartree–Fock equations.

## How the sums are rearranged

`trace_mul_density` is the trace formula. The `simp only` call expands both sides into sums of products. The left side sums over the basis first and the orbitals last, the right side in the opposite order. Each `Finset.sum_comm` moves the orbital sum one place inward, `Finset.sum_congr` passes to the terms under a common sum, and `ring` reorders the factors.

`oneInt_coulomb` does the same with four basis sums. `oneInt_exchange` avoids a second such computation: the exchange matrix of $g$ is the Coulomb matrix of the array with elements `g μ σ κ ν`. The auxiliary statement `rev` reverses three nested sums, and `hK` uses it to write $K_{ij}$ as a Coulomb integral of the permuted array. The Coulomb lemma then finishes the proof.

In `energy_density`, `Matrix.trace_mul_comm` moves $D$ to the right, the next two rewrites split the trace of the difference, and the three lemmas replace the traces by orbital sums. `oneInt_fock` adds linearity, stated as `lin`, and `energy_eq_half_sum_fock` combines the two results.

For the pair formula, `orbInt_swap` exchanges the two pairs of basis sums and applies `hg`. Inside `energy_eq_sum_pairs`, the statement `key` treats any symmetric array `w` with zero diagonal. It splits each term according to whether $j<i$ or $i<j$, and after renaming indices the two halves agree. The array is then taken to be $J_{ij}-K_{ij}$, whose diagonal vanishes by `sub_self`.

`energy_eq_sum_pairs_witness` treats the two-site model: it checks the exchange symmetry for all sixteen index choices and evaluates the energy directly from the definitions.
